# Fermionic Matsubara sums: the poles of the Fermi function and the choice between $f$ and $f-1$

When a fermionic frequency sum

$$S(\tau)=\frac1\beta\sum_{n\in\mathbb Z} G(z_n)\,e^{\tau z_n},\qquad z_n=\frac{i(2n+1)\pi}{\beta},$$

is evaluated by contour integration, the sum is first rewritten as an integral around the points $z_n$, and the contour is then moved outward onto the singularities of $G$. Here $\beta>0$ is the inverse temperature, $\tau$ is real, and $G$ is the function being summed, for instance a propagator. The rewriting needs a weight with poles at the $z_n$. Both $f(z)=1/(e^{\beta z}+1)$ and $f-1$ have them with equal residues, so the choice is made by the behaviour far from the imaginary axis: $f$ for $0<\tau<\beta$, and $f-1$ for $-\beta<\tau<0$.

This choice arises in finite-temperature perturbation theory when a fermionic frequency sum with such an exponential factor is evaluated by contour integration. The theorems below supply the residues and the limits of the weights, while moving the contour also requires knowledge of $G$.

```lean
import Mathlib

open Filter Topology Complex

namespace MatsubaraFermi

noncomputable section
```

## The Fermi function and its two ends

Energies are measured from the chemical potential. In `fermi β z` the inverse temperature is a real number and the energy $z$ is complex.

```lean
/-- The Fermi function `1 / (exp (β z) + 1)` at complex energy `z`, meaningful where
`exp (β z) ≠ -1`. -/
def fermi (β : ℝ) (z : ℂ) : ℂ := 1 / (exp (β * z) + 1)
```

The candidate poles are the $z_n$ above, with $n$ running over all integers, negative ones included. In the usual notation $z_n=i\omega_n$.

```lean
/-- The fermionic Matsubara point `i (2n+1) π / β` on the imaginary axis, for `β ≠ 0`. -/
def matsubara (β : ℝ) (n : ℤ) : ℂ := I * ((2 * n + 1) * Real.pi / β)
```

"Far to the right" means that $\operatorname{Re}z\to+\infty$ with no restriction on $\operatorname{Im}z$. A limit along `rightEnd` is therefore uniform in the imaginary part, and it holds in particular along the real axis.

```lean
/-- The limit `Re z → +∞`, uniformly in `Im z`. -/
def rightEnd : Filter ℂ := comap Complex.re atTop
```

The left end is defined in the same way, with $\operatorname{Re}z\to-\infty$.

```lean
/-- The limit `Re z → -∞`, uniformly in `Im z`. -/
def leftEnd : Filter ℂ := comap Complex.re atBot
```

Neither end covers the parts of a large arc that stay at bounded $\operatorname{Re}z$. There $|f(z)e^{\tau z}|$ is periodic in $\operatorname{Im}z$, and any decay has to come from $G$.

## Poles at $z_n$, each with residue $-1/\beta$

The denominator vanishes when $e^{\beta z}=-1=e^{i\pi}$. Two exponentials agree exactly when their exponents differ by a multiple of $2\pi i$, so

$$\beta z=i\pi+2\pi i n,\qquad z=\frac{i(2n+1)\pi}{\beta}=z_n .$$

The proof follows these lines: `Complex.exp_eq_exp_iff_exists_int` supplies the integer, `key` records $\beta z_n=(2n+1)\pi i$, and $\beta\neq0$ allows the division.

```lean
/-- For `β > 0` the denominator of the Fermi function vanishes exactly at the fermionic
Matsubara points. -/
theorem denominator_eq_zero_iff {β : ℝ} (hβ : 0 < β) (z : ℂ) :
    exp (β * z) + 1 = 0 ↔ ∃ n : ℤ, z = matsubara β n := by
  have hb : (β : ℂ) ≠ 0 := ofReal_ne_zero.mpr hβ.ne'
  rw [add_eq_zero_iff_eq_neg, ← Complex.exp_pi_mul_I, Complex.exp_eq_exp_iff_exists_int]
  refine exists_congr fun n => ?_
  have key : (β : ℂ) * matsubara β n = (2 * n + 1) * Real.pi * I := by
    have h1 : (β : ℂ) * (β : ℂ)⁻¹ = 1 := mul_inv_cancel₀ hb
    unfold matsubara
    rw [div_eq_mul_inv]
    linear_combination (I * ((2 * n + 1) * Real.pi)) * h1
  constructor
  · intro h
    apply mul_left_cancel₀ hb
    linear_combination h - key
  · intro h
    rw [h]
    linear_combination key
```

Write $D(z)=e^{\beta z}+1$. Then $D(z_n)=0$ and $D'(z_n)=\beta e^{\beta z_n}=-\beta$, so

$$(z-z_n)f(z)=\left[\frac{D(z)-D(z_n)}{z-z_n}\right]^{-1}\longrightarrow-\frac1\beta .$$

The filter `𝓝[≠]` expresses an approach to $z_n$ that never reaches it. `hD` is the derivative, and `hs` is the limit of the inverted difference quotient.

```lean
/-- For `β > 0` the Fermi function has residue `-1/β` at every Matsubara point:
`(z - z_n) f(z)` tends to `-1/β` as `z` approaches `z_n`. -/
theorem fermi_residue {β : ℝ} (hβ : 0 < β) (n : ℤ) :
    Tendsto (fun z => (z - matsubara β n) * fermi β z) (𝓝[≠] (matsubara β n))
      (𝓝 (-1 / (β : ℂ))) := by
  have hb : (β : ℂ) ≠ 0 := ofReal_ne_zero.mpr hβ.ne'
  have h0 : exp (β * matsubara β n) + 1 = 0 := (denominator_eq_zero_iff hβ _).2 ⟨n, rfl⟩
  -- the denominator has slope `-β` at its zero
  have hD : HasDerivAt (fun z : ℂ => exp (β * z) + 1) (-(β : ℂ)) (matsubara β n) := by
    have h := (((hasDerivAt_id' (matsubara β n)).const_mul (β : ℂ)).cexp).add_const (1 : ℂ)
    refine h.congr_deriv ?_
    linear_combination (β : ℂ) * h0
  have hs := (hasDerivAt_iff_tendsto_slope.mp hD).inv₀ (neg_ne_zero.mpr hb)
  have e : (-(β : ℂ))⁻¹ = -1 / β := by rw [neg_div, one_div, inv_neg]
  rw [e] at hs
  refine hs.congr fun z => ?_
  simp only [slope_def_field, h0, sub_zero, fermi, inv_div]
  ring
```

Away from the $z_n$, $f$ is a quotient of differentiable functions with nonzero denominator, hence differentiable. At $z_n$, differentiability would imply continuity, and then $(z-z_n)f(z)\to0\cdot f(z_n)=0$, which contradicts the limit $-1/\beta$. The argument holds whatever value is assigned to $f(z_n)$; Lean's convention $1/0=0$ assigns it zero.

```lean
/-- For `β > 0` the Fermi function is complex-differentiable at `z` exactly when `z` is not a
fermionic Matsubara point. -/
theorem fermi_differentiableAt_iff {β : ℝ} (hβ : 0 < β) (z : ℂ) :
    DifferentiableAt ℂ (fermi β) z ↔ ∀ n : ℤ, z ≠ matsubara β n := by
  constructor
  · rintro h n rfl
    -- continuity would force the residue to vanish
    have c := h.continuousAt.tendsto.mono_left
      (nhdsWithin_le_nhds (s := {matsubara β n}ᶜ))
    have hc : Continuous fun w : ℂ => w - matsubara β n := by fun_prop
    have l := (hc.tendsto' (matsubara β n) 0 (sub_self _)).mono_left
      (nhdsWithin_le_nhds (s := {matsubara β n}ᶜ))
    have := tendsto_nhds_unique (fermi_residue hβ n) (l.mul c)
    simp [hβ.ne'] at this
  · intro h
    have hne : exp (β * z) + 1 ≠ 0 := fun h0 => by
      obtain ⟨n, hn⟩ := (denominator_eq_zero_iff hβ z).1 h0
      exact h n hn
    show DifferentiableAt ℂ (fun w : ℂ => 1 / (exp (β * w) + 1)) z
    fun_prop (disch := exact hne)
```

Now let $g$ be continuous at $z_n$ and $c$ any complex constant. Then

$$(z-z_n)\bigl(f(z)-c\bigr)g(z)=\bigl[(z-z_n)f(z)-c(z-z_n)\bigr]g(z)\longrightarrow-\frac{g(z_n)}\beta .$$

With $g(z)=G(z)e^{\tau z}$ this is minus the $n$-th term of $S(\tau)$, for $c=0$ and $c=1$ alike. The residues therefore cannot distinguish $f$ from $f-1$. In the proof, `l` is the limit $z-z_n\to0$, which removes the constant.

```lean
/-- For `β > 0` and `g` continuous at a Matsubara point `z_n`, the product
`(z - z_n) (f(z) - c) g(z)` tends to `-g(z_n)/β` as `z` approaches `z_n`, whatever the constant `c`.
-/
theorem summand_residue {β : ℝ} (hβ : 0 < β) (n : ℤ) (c : ℂ) {g : ℂ → ℂ}
    (hg : ContinuousAt g (matsubara β n)) :
    Tendsto (fun z => (z - matsubara β n) * ((fermi β z - c) * g z))
      (𝓝[≠] (matsubara β n)) (𝓝 (-g (matsubara β n) / β)) := by
  have hc : Continuous fun w : ℂ => w - matsubara β n := by fun_prop
  have l := (hc.tendsto' (matsubara β n) 0 (sub_self _)).mono_left
    (nhdsWithin_le_nhds (s := {matsubara β n}ᶜ))
  have h := ((fermi_residue hβ n).sub (l.mul_const c)).mul
    (hg.tendsto.mono_left nhdsWithin_le_nhds)
  have e : (-1 / (β : ℂ) - 0 * c) * g (matsubara β n) = -g (matsubara β n) / β := by ring
  rw [e] at h
  exact h.congr fun z => by ring
```

Continuity of $g$ at $z_n$ is needed. For $g(z)=1/(z-z_n)$ the product above equals $f(z)-c$ near $z_n$, which is unbounded, so the limit does not exist. A free propagator $1/(z-\varepsilon)$ with real $\varepsilon$ avoids this, because no $z_n$ is real.

## Decay of the exponential and the tails of $f$

For real $c$, $|e^{cz}|=e^{c\operatorname{Re}z}$, which vanishes exactly when $c\operatorname{Re}z\to-\infty$. At the right end this means $c<0$, and at the left end $c>0$. `key` performs the reduction to the real part. For the converse directions the proof restricts to real $x$: if $c\ge0$, then $cx\ge0$ for every $x\ge0$, so $cx$ cannot tend to $-\infty$. The left end is treated likewise.

```lean
/-- For real `c`, `exp (c z)` vanishes as `Re z → +∞` exactly when `c < 0`, and as
`Re z → -∞` exactly when `c > 0`. -/
theorem exp_decay_iff (c : ℝ) :
    (Tendsto (fun z : ℂ => exp (c * z)) rightEnd (𝓝 0) ↔ c < 0) ∧
    (Tendsto (fun z : ℂ => exp (c * z)) leftEnd (𝓝 0) ↔ 0 < c) := by
  have key : ∀ l : Filter ℂ, Tendsto (fun z : ℂ => exp (c * z)) l (𝓝 0) ↔
      Tendsto (fun z : ℂ => c * z.re) l atBot := fun l => by
    rw [tendsto_zero_iff_norm_tendsto_zero]
    simp only [Complex.norm_exp, Complex.re_ofReal_mul]
    exact Real.tendsto_exp_comp_nhds_zero
  rw [key, key]
  refine ⟨⟨fun h => ?_, fun h => tendsto_comap.const_mul_atTop_of_neg h⟩,
    ⟨fun h => ?_, fun h => tendsto_comap.const_mul_atBot h⟩⟩
  · by_contra hc
    have hr : Tendsto (fun x : ℝ => (x : ℂ)) atTop rightEnd := tendsto_comap_iff.2 tendsto_id
    obtain ⟨x, h1, h2⟩ :=
      (((h.comp hr).eventually_lt_atBot 0).and (eventually_ge_atTop 0)).exists
    have h3 : c * x < 0 := h1
    nlinarith [mul_nonneg (not_lt.1 hc) h2]
  · by_contra hc
    have hr : Tendsto (fun x : ℝ => (x : ℂ)) atBot leftEnd := tendsto_comap_iff.2 tendsto_id
    obtain ⟨x, h1, h2⟩ :=
      (((h.comp hr).eventually_lt_atBot 0).and (eventually_le_atBot 0)).exists
    have h3 : c * x < 0 := h1
    nlinarith [mul_nonneg (neg_nonneg.2 (not_lt.1 hc)) (neg_nonneg.2 h2)]
```

If $a(z)\to a_0\neq0$, then $a(z)b(z)\to0$ exactly when $b(z)\to0$. One direction multiplies the limits. The other writes $b=(ab)\,a^{-1}$, which is valid once $a$ is close enough to $a_0$ to be nonzero.

```lean
/-- A factor with a nonzero limit does not affect whether a product vanishes in that limit. -/
theorem mul_tendsto_zero_iff {l : Filter ℂ} {a b : ℂ → ℂ} {a₀ : ℂ}
    (ha : Tendsto a l (𝓝 a₀)) (h₀ : a₀ ≠ 0) :
    Tendsto (fun z => a z * b z) l (𝓝 0) ↔ Tendsto b l (𝓝 0) := by
  constructor
  · intro h
    have h' := h.mul (ha.inv₀ h₀)
    rw [zero_mul] at h'
    refine h'.congr' ?_
    filter_upwards [ha.eventually_ne h₀] with z hz
    rw [mul_comm (a z) (b z), mul_assoc, mul_inv_cancel₀ hz, mul_one]
  · intro h
    have h' := ha.mul h
    rw [mul_zero] at h'
    exact h'
```

At the left end $e^{\beta z}\to0$, so $f\to1$. At the right end

$$f(z)e^{\beta z}=\frac{1}{1+e^{-\beta z}}\longrightarrow1,$$

so $f$ falls off as $e^{-\beta z}$. Both limits come from the previous decay result by adding one and inverting.

```lean
/-- For `β > 0` the Fermi function tends to `1` as `Re z → -∞` and behaves as `exp (-β z)` as
`Re z → +∞`, in the sense that `f(z) exp (β z)` tends to `1`. -/
theorem fermi_tails {β : ℝ} (hβ : 0 < β) :
    Tendsto (fun z => fermi β z) leftEnd (𝓝 1) ∧
    Tendsto (fun z => fermi β z * exp (β * z)) rightEnd (𝓝 1) := by
  have e : ((0 : ℂ) + 1)⁻¹ = 1 := by norm_num
  have e' : (0 : ℂ) + 1 ≠ 0 := by norm_num
  constructor
  · have h := (((exp_decay_iff β).2.2 hβ).add_const 1).inv₀ e'
    rw [e] at h
    exact h.congr fun z => by simp [fermi]
  · have h := (((exp_decay_iff (-β)).1.2 (by linarith)).add_const 1).inv₀ e'
    rw [e] at h
    refine h.congr fun z => ?_
    have h1 : exp (((-β : ℝ) : ℂ) * z) = (exp (β * z))⁻¹ := by
      rw [← Complex.exp_neg]
      congr 1
      push_cast
      ring
    have h2 : (exp (β * z))⁻¹ + 1 = (exp (β * z) + 1) * (exp (β * z))⁻¹ := by
      rw [add_mul, mul_inv_cancel₀ (Complex.exp_ne_zero _)]
      ring
    rw [h1, h2, mul_inv, inv_inv, fermi, one_div]
```

## The factor $e^{\tau z}$ selects the weight

At the left end $f\to1$, so $f(z)e^{\tau z}$ vanishes exactly when $e^{\tau z}$ does, that is, for $\tau>0$. At the right end

$$f(z)e^{\tau z}=\bigl[f(z)e^{\beta z}\bigr]e^{(\tau-\beta)z},$$

where the bracket tends to one, so the condition is $\tau<\beta$. The theorem states both as one equivalence, with the right end first. `mul_tendsto_zero_iff` removes the factor that tends to one, and `exp_decay_iff` decides the rest.

```lean
/-- For `β > 0` and real `τ`, `f(z) exp (τ z)` vanishes both as `Re z → +∞` and as
`Re z → -∞` exactly when `0 < τ < β`. -/
theorem fermi_selected_iff {β : ℝ} (hβ : 0 < β) (τ : ℝ) :
    (Tendsto (fun z => fermi β z * exp (τ * z)) rightEnd (𝓝 0) ∧
      Tendsto (fun z => fermi β z * exp (τ * z)) leftEnd (𝓝 0)) ↔ τ < β ∧ 0 < τ := by
  refine and_congr ?_ ((mul_tendsto_zero_iff (fermi_tails hβ).1 one_ne_zero).trans
    (exp_decay_iff τ).2)
  -- on the right, split off `f(z) exp (β z)`, which tends to one
  refine (tendsto_congr fun z => ?_).trans
    ((mul_tendsto_zero_iff (fermi_tails hβ).2 one_ne_zero).trans
      ((exp_decay_iff (τ - β)).1.trans sub_lt_zero))
  show _ = fermi β z * exp (β * z) * exp (((τ - β : ℝ) : ℂ) * z)
  rw [mul_assoc, ← Complex.exp_add]
  congr 2
  push_cast
  ring
```

For $f-1$ the roles of the ends are exchanged. At the right end $f\to0$ and $f-1\to-1$, which requires $\tau<0$. At the left end $f(z)(e^{\beta z}+1)=1$ gives $f-1=-f e^{\beta z}$, hence

$$\bigl(f(z)-1\bigr)e^{\tau z}=-f(z)\,e^{(\beta+\tau)z},$$

which requires $\tau>-\beta$. In the proof `hR` is the limit $-1$, and `hf` is the identity used at the left end.

```lean
/-- For `β > 0` and real `τ`, `(f(z) - 1) exp (τ z)` vanishes both as `Re z → +∞` and as
`Re z → -∞` exactly when `-β < τ < 0`. -/
theorem fermi_sub_one_selected_iff {β : ℝ} (hβ : 0 < β) (τ : ℝ) :
    (Tendsto (fun z => (fermi β z - 1) * exp (τ * z)) rightEnd (𝓝 0) ∧
      Tendsto (fun z => (fermi β z - 1) * exp (τ * z)) leftEnd (𝓝 0)) ↔ τ < 0 ∧ -β < τ := by
  have hm : (-1 : ℂ) ≠ 0 := by norm_num
  have hR : Tendsto (fun z => fermi β z - 1) rightEnd (𝓝 (-1)) := by
    have h := ((fermi_tails hβ).2.mul
      ((exp_decay_iff (-β)).1.2 (by linarith))).sub_const 1
    rw [show (1 : ℂ) * 0 - 1 = -1 by norm_num] at h
    refine h.congr fun z => ?_
    rw [mul_assoc, ← Complex.exp_add,
      show (β : ℂ) * z + ((-β : ℝ) : ℂ) * z = 0 by push_cast; ring, Complex.exp_zero, mul_one]
  refine and_congr ((mul_tendsto_zero_iff hR hm).trans (exp_decay_iff τ).1) ?_
  have hτ : 0 < β + τ ↔ -β < τ := by constructor <;> intro h <;> linarith
  -- on the left, use `f - 1 = -f exp (β z)`
  refine (tendsto_congr' ?_).trans ((mul_tendsto_zero_iff (fermi_tails hβ).1.neg hm).trans
    ((exp_decay_iff (β + τ)).2.trans hτ))
  filter_upwards [(fermi_tails hβ).1.eventually_ne one_ne_zero] with z hz
  show (fermi β z - 1) * exp (τ * z) = (-fermi β z) * exp (((β + τ : ℝ) : ℂ) * z)
  have hD : exp (β * z) + 1 ≠ 0 := fun h => hz (by simp [fermi, h])
  have hf : fermi β z * (exp (β * z) + 1) = 1 := by
    unfold fermi
    exact one_div_mul_cancel hD
  have he : exp (((β + τ : ℝ) : ℂ) * z) = exp (β * z) * exp (τ * z) := by
    rw [← Complex.exp_add]
    congr 1
    push_cast
    ring
  rw [he]
  linear_combination exp (τ * z) * hf
```

The two windows are disjoint and together make up $0<|\tau|<\beta$, so for these $\tau$ exactly one of the products $f(z)e^{\tau z}$ and $(f(z)-1)e^{\tau z}$ vanishes at both ends. At $\tau=0$ neither does. The time-ordered Green's function of a single orbital, with annihilation and creation operators $c$ and $c^\dagger$, jumps at equal times, so its equal-time value also needs an operator ordering. For the occupation $\langle c^\dagger c\rangle$ the ordering is expressed by a factor $e^{z_n0^+}$, which selects $f$. If the Green's function at imaginary time $t$ (often itself written $\tau$), with $0<t<\beta$, is given by a sum with the factor $e^{-i\omega_n t}$, then $\tau=-t$ in the notation used here, and the weight is $f-1$.

Taking $f$ with negative $\tau$ does worse than fail to vanish. Since

$$|f(z)e^{\tau z}|=|f(z)|\,e^{\tau\operatorname{Re}z}$$

and $|f|\to1$ at the left end, the modulus grows without bound there. The proof multiplies these two limits.

```lean
/-- For `β > 0` and `τ < 0`, the modulus of `f(z) exp (τ z)` grows without bound as
`Re z → -∞`. -/
theorem fermi_wrong_factor_diverges {β τ : ℝ} (hβ : 0 < β) (hτ : τ < 0) :
    Tendsto (fun z => ‖fermi β z * exp (τ * z)‖) leftEnd atTop := by
  have h1 := (fermi_tails hβ).1.norm
  have h2 : Tendsto (fun z : ℂ => Real.exp (τ * z.re)) leftEnd atTop :=
    Real.tendsto_exp_atTop.comp (tendsto_comap.const_mul_atBot_of_neg hτ)
  refine (h1.pos_mul_atTop (by simp) h2).congr fun z => ?_
  rw [norm_mul, Complex.norm_exp, Complex.re_ofReal_mul]

end

end MatsubaraFermi
```

## Numbers for $\beta=2$

The poles lie at $\pm i\pi/2,\pm3i\pi/2,\dots$, each with residue $-1/2$. On the real axis at $x=\pm10$ the weighted exponentials are approximately:

| | $x=-10$ | $x=10$ |
|---|---|---|
| $f(x)\,e^{x/2}$ | $6.7\times10^{-3}$ | $3.1\times10^{-7}$ |
| $f(x)\,e^{-x/2}$ | $148$ | $1.4\times10^{-11}$ |
| $(f(x)-1)\,e^{-x/2}$ | $-3.1\times10^{-7}$ | $-6.7\times10^{-3}$ |

For example, the first entry is $e^{-5}/(e^{-20}+1)\approx e^{-5}$, and the one below it is $e^{5}/(e^{-20}+1)\approx e^{5}$. Replacing $f$ by $f-1$ multiplies the latter by $-e^{-20}$, which leaves $-e^{-15}$.

```lean
#print axioms MatsubaraFermi.fermi_differentiableAt_iff
-- 'MatsubaraFermi.fermi_differentiableAt_iff' depends on axioms: [propext, Classical.choice, Quot.sound]
#print axioms MatsubaraFermi.fermi_selected_iff
-- 'MatsubaraFermi.fermi_selected_iff' depends on axioms: [propext, Classical.choice, Quot.sound]
#print axioms MatsubaraFermi.fermi_sub_one_selected_iff
-- 'MatsubaraFermi.fermi_sub_one_selected_iff' depends on axioms: [propext, Classical.choice, Quot.sound]
#print axioms MatsubaraFermi.fermi_wrong_factor_diverges
-- 'MatsubaraFermi.fermi_wrong_factor_diverges' depends on axioms: [propext, Classical.choice, Quot.sound]
```
